# The triangular lattice packs equal discs most densely among plane lattices

Let $A$ be an invertible real $2\times2$ matrix and let $s$ be the length of a shortest nonzero vector of the lattice $A\mathbb Z^2$. Then

$$s^2\le\frac{2}{\sqrt3}\,|\det A|,\qquad \frac{\pi s^2}{4|\det A|}\le\frac{\pi}{\sqrt{12}}\approx0.907 .$$

Equality holds exactly when the lattice has a basis of two vectors of length $s$ at $60^\circ$, as the triangular lattice does.

## Touching discs and periodic images

Put a disc of radius $r$ on every lattice point. Neighbouring centres are at least $s$ apart, so the discs do not overlap as long as $r\le s/2$. Each cell has area $|\det A|$ and carries one disc, so at $r=s/2$ the packing fraction is $\pi s^2/(4|\det A|)$.

In a simulation periodic in two dimensions, with one defect per cell, $s$ is the distance from the defect to its nearest image; the first inequality limits that distance for a given cell area.

The comparison is between lattices, with one disc per primitive cell. Packings with several discs per cell, or with no periodicity, are not considered.

## Lattices, lengths and fractions in Lean

The columns of `A` are the basis vectors, and `latticeVector A a b` is the vector with integer coordinates $a,b$. Its squared Euclidean length is `lengthSq A a b`. `IsShortest A s` says that $s$ is the least element of the set of lengths of nonzero lattice vectors: it is attained, and no other length is smaller. `exists_shortest` proves that such an $s$ exists whenever $\det A\neq0$.

`packingFraction A r` is defined as disc area over cell area. For $0\le r\le s/2$ the discs do not overlap and this ratio is the covered share of the plane, by the geometric argument above, which is not formalised.

`packing_bound` contains both inequalities, `packing_optimal_iff` the equality case, and `triangular_attains` the example. In the equality case, "basis" means two lattice vectors with integer coordinates $(a,b)$ and $(c,d)$ such that $ad-bc=1$, and the $60^\circ$ angle appears as the scalar product $s^2/2$. Fixing the sign $+1$ loses nothing, since the two vectors can be swapped.

## A long shortest vector needs a large cell

**A shortest vector exists.** Let $F$ be the sum of the squared entries of $A$. Inverting $A$ gives $(a^2+b^2)(\det A)^2\le F\,|A(a,b)^T|^2$. Only finitely many integer pairs therefore give vectors no longer than the first basis vector, and one of the nonzero ones is shortest.

**It belongs to a basis.** Let $v$, with coordinates $(a,b)$, be shortest. If $a$ and $b$ had a common factor $g\ge2$, then $v/g$ would be a shorter nonzero lattice vector. So they are coprime, and there are integers $x,y$ with $ax+by=1$. The vector $w_0$ with coordinates $(-y,x)$ completes $v$ to a basis.

**The second vector can be reduced.** Let $n$ be the integer nearest to $q=v\cdot w_0/s^2$ and set $w=w_0-nv$. Then $v,w$ is still a basis, and

$$|v\cdot w|=|q-n|\,s^2\le\frac{s^2}{2},\qquad |w|\ge s,$$

the latter because $w$ is a nonzero lattice vector.

**The area follows.** In components,

$$(v_1w_1+v_2w_2)^2+(v_1w_2-v_2w_1)^2=|v|^2|w|^2 .$$

The second bracket is the signed cell area $\det A$. Hence

$$(\det A)^2=s^2|w|^2-(v\cdot w)^2\ge s^4-\frac{s^4}{4}=\frac34s^4 .$$

Taking square roots gives $|\det A|\ge\frac{\sqrt3}{2}s^2$, which is the first inequality. Multiplying it by $\pi/(4|\det A|)$ gives the second, since $2\sqrt3=\sqrt{12}$.

## Equality and the 60° basis

The bound is reached when $(\det A)^2=\frac34s^4$. Then

$$s^2|w|^2=\frac34s^4+(v\cdot w)^2\le s^4,$$

so $|w|=s$ and $v\cdot w=\pm s^2/2$. For the minus sign, replace $w$ by $w+v$: its squared length is $s^2-s^2+s^2=s^2$, and its scalar product with $v$ is $-s^2/2+s^2=s^2/2$. Conversely, a basis with these lengths and this product has $(\det A)^2=s^4-s^4/4$.

For the triangular lattice with unit spacing,

$$\left(a+\frac b2\right)^2+\frac34b^2=a^2+ab+b^2 .$$

This is a positive integer for every nonzero vector, and it equals $1$ at $(1,0)$. So $s=1$, and with $\det A=\sqrt3/2$ the fraction is $\pi/\sqrt{12}$.

## Rectangular and collapsed cells

A rectangular lattice with sides $1$ and $L\ge1$ has $s=1$ and packing fraction $\pi/(4L)$. The square lattice gives $\pi/4\approx0.785$, and the fraction tends to zero as $L\to\infty$.

Invertibility is needed. For $A=\mathrm{diag}(1,0)$ the lattice vectors are $(a,0)$, so $s=1$, while $\det A=0$; the first inequality would read $1\le0$.

## The complete Lean file

```lean
import Mathlib

open Matrix
open scoped Real

namespace PlaneLatticePacking

noncomputable section

/-- The lattice vector with integer coordinates `a`, `b` in the basis formed by the columns
of `A`. -/
def latticeVector (A : Matrix (Fin 2) (Fin 2) ℝ) (a b : ℤ) : Fin 2 → ℝ :=
  A *ᵥ ![(a : ℝ), (b : ℝ)]

/-- The squared Euclidean length of a lattice vector. -/
def lengthSq (A : Matrix (Fin 2) (Fin 2) ℝ) (a b : ℤ) : ℝ :=
  latticeVector A a b ⬝ᵥ latticeVector A a b

/-- `s` is the length of a shortest nonzero lattice vector. -/
def IsShortest (A : Matrix (Fin 2) (Fin 2) ℝ) (s : ℝ) : Prop :=
  IsLeast {r : ℝ | ∃ a b : ℤ, latticeVector A a b ≠ 0 ∧ r = √(lengthSq A a b)} s

/-- The area of a disc of radius `r` divided by the area of the unit cell, for `det A ≠ 0`. -/
def packingFraction (A : Matrix (Fin 2) (Fin 2) ℝ) (r : ℝ) : ℝ :=
  π * r ^ 2 / |A.det|

/-- The triangular lattice with unit spacing: two unit basis vectors at 60 degrees. -/
def triangular : Matrix (Fin 2) (Fin 2) ℝ := !![1, 1 / 2; 0, √3 / 2]

variable {A : Matrix (Fin 2) (Fin 2) ℝ} {s : ℝ}

/-- The scalar product of two lattice vectors in terms of their integer coordinates. -/
theorem dot_eq (A : Matrix (Fin 2) (Fin 2) ℝ) (a b c d : ℤ) :
    latticeVector A a b ⬝ᵥ latticeVector A c d =
      (A 0 0 * a + A 0 1 * b) * (A 0 0 * c + A 0 1 * d) +
      (A 1 0 * a + A 1 1 * b) * (A 1 0 * c + A 1 1 * d) := by
  simp [latticeVector, Matrix.mulVec, dotProduct, Fin.sum_univ_two]

/-- If `det A ≠ 0`, a lattice vector vanishes only when both its coordinates do. -/
theorem latticeVector_eq_zero_iff (hA : A.det ≠ 0) {a b : ℤ} :
    latticeVector A a b = 0 ↔ a = 0 ∧ b = 0 := by
  constructor
  · intro h
    have h' := Matrix.eq_zero_of_mulVec_eq_zero hA h
    exact ⟨by simpa using congrFun h' 0, by simpa using congrFun h' 1⟩
  · rintro ⟨rfl, rfl⟩
    ext i
    fin_cases i <;> simp [latticeVector, Matrix.mulVec, dotProduct, Fin.sum_univ_two]

/-- A nonzero lattice vector has positive squared length. -/
theorem lengthSq_pos {a b : ℤ} (h : latticeVector A a b ≠ 0) : 0 < lengthSq A a b := by
  have h0 : 0 ≤ lengthSq A a b := by
    simp only [lengthSq, dot_eq]
    exact add_nonneg (mul_self_nonneg _) (mul_self_nonneg _)
  exact lt_of_le_of_ne h0 fun h' => h (dotProduct_self_eq_zero.1 h'.symm)

/-- Every plane lattice with `det A ≠ 0` has a shortest nonzero vector. -/
theorem exists_shortest (hA : A.det ≠ 0) : ∃ s, IsShortest A s := by
  have hD : 0 < A.det ^ 2 := by positivity
  obtain ⟨F, hF0, hF⟩ : ∃ F : ℝ, 0 ≤ F ∧
      ∀ a b : ℤ, ((a : ℝ) ^ 2 + (b : ℝ) ^ 2) * A.det ^ 2 ≤ F * lengthSq A a b := by
    refine ⟨A 0 0 ^ 2 + A 0 1 ^ 2 + A 1 0 ^ 2 + A 1 1 ^ 2, by positivity, fun a b => ?_⟩
    simp only [lengthSq, dot_eq, Matrix.det_fin_two]
    linarith [sq_nonneg (A 1 1 * (A 1 0 * a + A 1 1 * b) + A 0 1 * (A 0 0 * a + A 0 1 * b)),
      sq_nonneg (A 0 0 * (A 0 0 * a + A 0 1 * b) + A 1 0 * (A 1 0 * a + A 1 1 * b))]
  obtain ⟨N, hN⟩ := exists_nat_ge (F * lengthSq A 1 0 / A.det ^ 2)
  rw [div_le_iff₀ hD] at hN
  -- minimise over a finite box of coordinates; vectors outside it are longer than (1, 0)
  let S : Finset (ℤ × ℤ) := (Finset.Icc (-((N : ℤ) + 1)) ((N : ℤ) + 1) ×ˢ
    Finset.Icc (-((N : ℤ) + 1)) ((N : ℤ) + 1)).filter (fun p => ¬(p.1 = 0 ∧ p.2 = 0))
  have hS : ∀ a b : ℤ, (a, b) ∈ S ↔ ((-((N : ℤ) + 1) ≤ a ∧ a ≤ (N : ℤ) + 1) ∧
      (-((N : ℤ) + 1) ≤ b ∧ b ≤ (N : ℤ) + 1)) ∧ ¬(a = 0 ∧ b = 0) := by
    intro a b
    simp only [S, Finset.mem_filter, Finset.mem_product, Finset.mem_Icc]
  have h1 : ((1 : ℤ), (0 : ℤ)) ∈ S := (hS 1 0).2 (by omega)
  obtain ⟨⟨a, b⟩, hp, hmin⟩ :=
    S.exists_min_image (fun p => lengthSq A p.1 p.2) ⟨(1, 0), h1⟩
  refine ⟨√(lengthSq A a b),
    ⟨a, b, fun h => ((hS a b).1 hp).2 ((latticeVector_eq_zero_iff hA).1 h), rfl⟩, ?_⟩
  rintro _ ⟨c, d, h, rfl⟩
  apply Real.sqrt_le_sqrt
  by_cases hcd : (c, d) ∈ S
  · exact hmin (c, d) hcd
  · have h10 : lengthSq A a b ≤ lengthSq A 1 0 := hmin (1, 0) h1
    refine le_trans h10 (le_of_not_gt fun hlt => hcd ?_)
    have hR : (c : ℝ) ^ 2 + (d : ℝ) ^ 2 ≤ N := by
      refine le_of_mul_le_mul_right ?_ hD
      linarith [hF c d, mul_le_mul_of_nonneg_left hlt.le hF0]
    have hZ : c ^ 2 + d ^ 2 ≤ (N : ℤ) := by exact_mod_cast hR
    refine (hS c d).2 ⟨⟨⟨?_, ?_⟩, ⟨?_, ?_⟩⟩,
      fun h' => h ((latticeVector_eq_zero_iff hA).2 h')⟩ <;>
    nlinarith [sq_nonneg (2 * c + 1), sq_nonneg (2 * c - 1), sq_nonneg (2 * d + 1),
      sq_nonneg (2 * d - 1), sq_nonneg c, sq_nonneg d]

/-- Lagrange's identity: the squared scalar product of two lattice vectors plus the squared area
they span is the product of their squared lengths. -/
theorem lagrange_identity (A : Matrix (Fin 2) (Fin 2) ℝ) (a b c d : ℤ) :
    (latticeVector A a b ⬝ᵥ latticeVector A c d) ^ 2 + (A.det * ((a : ℝ) * d - b * c)) ^ 2 =
      lengthSq A a b * lengthSq A c d := by
  simp only [lengthSq, dot_eq, Matrix.det_fin_two]
  ring

/-- If `det A ≠ 0`, the shortest length `s` is positive, and some lattice basis has a first vector
of length `s` and a second vector at least as long, whose scalar product with the first is at most
`s²/2` in absolute value. -/
theorem exists_reduced_basis (hA : A.det ≠ 0) (hs : IsShortest A s) :
    0 < s ∧ ∃ a b c d : ℤ, (a : ℝ) * d - b * c = 1 ∧ lengthSq A a b = s ^ 2 ∧
      s ^ 2 ≤ lengthSq A c d ∧ |2 * (latticeVector A a b ⬝ᵥ latticeVector A c d)| ≤ s ^ 2 := by
  obtain ⟨⟨a, b, hv, hsab⟩, hlow⟩ := hs
  have hs0 : 0 < s := by rw [hsab]; exact Real.sqrt_pos.2 (lengthSq_pos hv)
  have hs2 : 0 < s ^ 2 := by positivity
  have hsq : lengthSq A a b = s ^ 2 := by rw [hsab, Real.sq_sqrt (lengthSq_pos hv).le]
  have hmin : ∀ c d : ℤ, latticeVector A c d ≠ 0 → s ^ 2 ≤ lengthSq A c d := by
    intro c d h
    have h' := pow_le_pow_left₀ hs0.le (hlow ⟨c, d, h, rfl⟩) 2
    rwa [Real.sq_sqrt (lengthSq_pos h).le] at h'
  -- a common factor of the coordinates would give a shorter vector
  have hprim : ∀ g a' b' : ℤ, 0 ≤ g → a = g * a' → b = g * b' → g = 1 := by
    intro g a' b' hg0 ha hb
    have hne : latticeVector A a' b' ≠ 0 := by
      intro h
      obtain ⟨h1, h2⟩ := (latticeVector_eq_zero_iff hA).1 h
      exact hv ((latticeVector_eq_zero_iff hA).2 ⟨by simp [ha, h1], by simp [hb, h2]⟩)
    have hQ : s ^ 2 = (g : ℝ) ^ 2 * lengthSq A a' b' := by
      rw [← hsq, ha, hb]
      simp only [lengthSq, dot_eq]
      push_cast
      ring
    have hg2 : g < 2 := by
      by_contra h
      have h2 : (2 : ℝ) ≤ g := by exact_mod_cast not_lt.1 h
      have h4 : (4 : ℝ) ≤ (g : ℝ) ^ 2 := by nlinarith
      linarith [mul_le_mul_of_nonneg_right h4 (lengthSq_pos hne).le, hmin a' b' hne]
    have hgne : g ≠ 0 := by
      intro h
      rw [h, Int.cast_zero] at hQ
      linarith
    omega
  obtain ⟨a', ha⟩ := Int.gcd_dvd_left a b
  obtain ⟨b', hb⟩ := Int.gcd_dvd_right a b
  have hbez := Int.gcd_eq_gcd_ab a b
  rw [hprim _ a' b' (Int.natCast_nonneg _) ha hb] at hbez
  obtain ⟨x, y, hxy⟩ : ∃ x y : ℤ, 1 = a * x + b * y := ⟨_, _, hbez⟩
  -- subtract the nearest integer multiple of the shortest vector
  obtain ⟨q, hq⟩ : ∃ q : ℝ, latticeVector A a b ⬝ᵥ latticeVector A (-y) x = q * s ^ 2 :=
    ⟨_, (div_mul_cancel₀ _ hs2.ne').symm⟩
  have hdet : a * (x - round q * b) - b * (-y - round q * a) = 1 := by
    linear_combination -hxy
  have hdot : latticeVector A a b ⬝ᵥ latticeVector A (-y - round q * a) (x - round q * b) =
      (q - round q) * s ^ 2 := by
    rw [sub_mul, ← hq, ← hsq]
    simp only [lengthSq, dot_eq]
    push_cast
    ring
  refine ⟨hs0, a, b, -y - round q * a, x - round q * b, by exact_mod_cast hdet, hsq,
    hmin _ _ ?_, ?_⟩
  · intro h
    obtain ⟨h1, h2⟩ := (latticeVector_eq_zero_iff hA).1 h
    rw [h1, h2] at hdet
    simp at hdet
  · have h := abs_le.1 (abs_sub_round q)
    rw [hdot, abs_le]
    constructor <;> linarith [mul_le_mul_of_nonneg_right h.1 hs2.le,
      mul_le_mul_of_nonneg_right h.2 hs2.le]

theorem sqrt_twelve : √(12 : ℝ) = 2 * √3 := by
  rw [show (12 : ℝ) = 2 ^ 2 * 3 by norm_num, Real.sqrt_mul (by positivity),
    Real.sqrt_sq (by norm_num)]

/-- For a plane lattice with `det A ≠ 0` and shortest vector length `s`, `s²` is at most `2/√3`
times the cell area, and discs of diameter `s` have packing fraction at most `π/√12`. -/
theorem packing_bound (hA : A.det ≠ 0) (hs : IsShortest A s) :
    s ^ 2 ≤ 2 / √3 * |A.det| ∧ packingFraction A (s / 2) ≤ π / √12 := by
  obtain ⟨hs0, a, b, c, d, hdet, hv, hw, hp⟩ := exists_reduced_basis hA hs
  have hL := lagrange_identity A a b c d
  rw [hdet, mul_one, hv] at hL
  have hp2 := sq_le_sq' (abs_le.1 hp).1 (abs_le.1 hp).2
  have h3 : (√3 : ℝ) ^ 2 = 3 := Real.sq_sqrt (by norm_num)
  have h3p : (0 : ℝ) < √3 := by positivity
  have hD : 0 < |A.det| := abs_pos.2 hA
  have hkey : √3 * s ^ 2 ≤ 2 * |A.det| := by
    refine le_trans (le_abs_self _) (abs_le_of_sq_le_sq ?_ (by positivity))
    rw [mul_pow, mul_pow, h3, sq_abs]
    linarith [mul_le_mul_of_nonneg_left hw (sq_nonneg s)]
  constructor
  · rw [div_mul_eq_mul_div, le_div_iff₀ h3p]
    linarith
  · rw [packingFraction, sqrt_twelve, div_le_div_iff₀ hD (by positivity)]
    linarith [mul_le_mul_of_nonneg_left hkey Real.pi_pos.le]

/-- For `det A ≠ 0` and any real `s`, `packingFraction A (s / 2)` equals `π/√12` exactly when
`3 s⁴ = 4 (det A)²`. -/
theorem packing_eq_iff (hA : A.det ≠ 0) :
    packingFraction A (s / 2) = π / √12 ↔ 3 * (s ^ 2) ^ 2 = 4 * A.det ^ 2 := by
  have h3 : (√3 : ℝ) ^ 2 = 3 := Real.sq_sqrt (by norm_num)
  have hd : |A.det| ^ 2 = A.det ^ 2 := sq_abs _
  rw [packingFraction, sqrt_twelve, div_eq_div_iff (abs_pos.2 hA).ne' (by positivity)]
  constructor
  · intro h
    have h' : √3 * s ^ 2 = 2 * |A.det| := by
      apply mul_left_cancel₀ Real.pi_ne_zero
      linear_combination 2 * h
    linear_combination (√3 * s ^ 2 + 2 * |A.det|) * h' - (s ^ 2) ^ 2 * h3 + 4 * hd
  · intro h
    have h' : √3 * s ^ 2 = 2 * |A.det| :=
      (sq_eq_sq₀ (by positivity) (by positivity)).1
        (by linear_combination h + (s ^ 2) ^ 2 * h3 - 4 * hd)
    linear_combination π / 2 * h'

/-- For `det A ≠ 0` and shortest length `s`, the bound `π/√12` is reached exactly when the lattice
has a basis of two vectors of length `s` with scalar product `s²/2`. -/
theorem packing_optimal_iff (hA : A.det ≠ 0) (hs : IsShortest A s) :
    packingFraction A (s / 2) = π / √12 ↔
      ∃ a b c d : ℤ, (a : ℝ) * d - b * c = 1 ∧ lengthSq A a b = s ^ 2 ∧
        lengthSq A c d = s ^ 2 ∧
        latticeVector A a b ⬝ᵥ latticeVector A c d = s ^ 2 / 2 := by
  rw [packing_eq_iff hA]
  constructor
  · intro h
    obtain ⟨hs0, a, b, c, d, hdet, hv, hw, hp⟩ := exists_reduced_basis hA hs
    have hL := lagrange_identity A a b c d
    rw [hdet, mul_one, hv] at hL
    have hp2 := sq_le_sq' (abs_le.1 hp).1 (abs_le.1 hp).2
    have hs2 : 0 < s ^ 2 := by positivity
    have hW : lengthSq A c d = s ^ 2 :=
      le_antisymm (le_of_mul_le_mul_left (by linarith) hs2) hw
    rw [hW] at hL
    have hz : (latticeVector A a b ⬝ᵥ latticeVector A c d - s ^ 2 / 2) *
        (latticeVector A a b ⬝ᵥ latticeVector A c d + s ^ 2 / 2) = 0 := by
      linear_combination hL + h / 4
    rcases mul_eq_zero.1 hz with h1 | h1
    · exact ⟨a, b, c, d, hdet, hv, hW, by linarith⟩
    · -- the angle is 120 degrees: add the first basis vector to the second
      have e1 : lengthSq A (c + a) (d + b) = lengthSq A c d +
          2 * (latticeVector A a b ⬝ᵥ latticeVector A c d) + lengthSq A a b := by
        simp only [lengthSq, dot_eq]
        push_cast
        ring
      have e2 : latticeVector A a b ⬝ᵥ latticeVector A (c + a) (d + b) =
          latticeVector A a b ⬝ᵥ latticeVector A c d + lengthSq A a b := by
        simp only [lengthSq, dot_eq]
        push_cast
        ring
      refine ⟨a, b, c + a, d + b, ?_, hv, by linarith, by linarith⟩
      push_cast
      linear_combination hdet
  · rintro ⟨a, b, c, d, hdet, hv, hw, hp⟩
    have hL := lagrange_identity A a b c d
    rw [hdet, mul_one, hv, hw, hp] at hL
    linear_combination -4 * hL

/-- The triangular lattice with unit spacing has shortest vector length 1, and its discs of diameter
1 have packing fraction `π/√12`. -/
theorem triangular_attains : triangular.det ≠ 0 ∧ IsShortest triangular 1 ∧
    packingFraction triangular (1 / 2) = π / √12 := by
  have h3 : (√3 : ℝ) ^ 2 = 3 := Real.sq_sqrt (by norm_num)
  have t00 : triangular 0 0 = 1 := rfl
  have t01 : triangular 0 1 = 1 / 2 := rfl
  have t10 : triangular 1 0 = 0 := rfl
  have t11 : triangular 1 1 = √3 / 2 := rfl
  have hdet : triangular.det = √3 / 2 := by
    rw [Matrix.det_fin_two, t00, t01, t10, t11]
    ring
  have hne : triangular.det ≠ 0 := by rw [hdet]; positivity
  have hQ : ∀ a b : ℤ, lengthSq triangular a b = ((a ^ 2 + a * b + b ^ 2 : ℤ) : ℝ) := by
    intro a b
    rw [lengthSq, dot_eq, t00, t01, t10, t11]
    push_cast
    linear_combination (b : ℝ) ^ 2 / 4 * h3
  refine ⟨hne, ⟨⟨1, 0, ?_, ?_⟩, ?_⟩, ?_⟩
  · intro h
    exact one_ne_zero ((latticeVector_eq_zero_iff hne).1 h).1
  · rw [hQ]
    norm_num
  · -- squared lengths are positive integers
    rintro _ ⟨a, b, h, rfl⟩
    have hpos := lengthSq_pos h
    rw [hQ] at hpos
    have hint : 0 < a ^ 2 + a * b + b ^ 2 := Int.cast_pos.1 hpos
    have hone : (1 : ℤ) ≤ a ^ 2 + a * b + b ^ 2 := hint
    rw [Real.le_sqrt' one_pos, hQ, one_pow]
    exact_mod_cast hone
  · rw [packing_eq_iff hne, hdet]
    linear_combination -h3

end

end PlaneLatticePacking
```

```lean
#print axioms PlaneLatticePacking.exists_shortest
#print axioms PlaneLatticePacking.packing_bound
#print axioms PlaneLatticePacking.packing_optimal_iff
#print axioms PlaneLatticePacking.triangular_attains
```

```
'PlaneLatticePacking.exists_shortest' depends on axioms: [propext, Classical.choice, Quot.sound]
'PlaneLatticePacking.packing_bound' depends on axioms: [propext, Classical.choice, Quot.sound]
'PlaneLatticePacking.packing_optimal_iff' depends on axioms: [propext, Classical.choice, Quot.sound]
'PlaneLatticePacking.triangular_attains' depends on axioms: [propext, Classical.choice, Quot.sound]
```

## From a finite search to the equality case

`exists_shortest` minimises `lengthSq` over a finite box `S` of nonzero integer pairs. The estimate with `F` shows that any nonzero vector outside the box is longer than the one with coordinates $(1,0)$, which lies inside.

`exists_reduced_basis` carries the main argument. Its step `hprim` excludes a common factor, `Int.gcd_eq_gcd_ab` supplies Bezout's $x$ and $y$, and `round q` is the integer $n$. The new coordinates are $c=-y-na$ and $d=x-nb$; `hdet` checks that the determinant is still $1$, and `abs_sub_round` gives $|q-n|\le\frac12$.

`lagrange_identity` is the component identity, proved by expansion and `ring`. In `packing_bound` it is combined with the reduced basis to give `hkey`, the inequality $\sqrt3\,s^2\le2|\det A|$, by comparing squares. Both stated bounds are rearrangements of it.

`packing_eq_iff` turns equality of fractions into $3s^4=4(\det A)^2$. In `packing_optimal_iff`, `hz` factorises $(v\cdot w)^2-s^4/4=0$, and the two factors give the two signs; `e1` and `e2` compute the length and scalar product after $w$ is replaced by $w+v$. In `triangular_attains`, `hQ` identifies squared lengths with integers, so that positive means at least $1$.
